# Recursive bisection reverses a trajectory of 2^m states with m·2^m/2 step evaluations and m+1 stored states

Q: A simulation produces its states earliest first, and a reverse derivative sweep needs them latest first. If I keep all N states, memory runs out on a long run. If I keep only x_0 and recompute each state from there, I need 0 + 1 + … + (N−1) = N(N−1)/2 steps. What does bisection do about it?

A: Let f be the step map, with x_(k+1) = f(x_k), and let N = 2^m. For m = 0 there is one state, and you hand it over. For m+1, keep a copy of x_0, advance 2^m steps, reverse the second half from there, and then reverse the first half from the copy. For four states:

keep x_0, advance to x_2, keep x_2, advance to x_3, emit x_3, emit x_2,
keep x_0, advance to x_1, emit x_1, emit x_0.

That takes four evaluations and holds at most three states, namely x_0, x_2 and x_3.

Q: And in general?

A: Let C(m) be the number of evaluations. The advance costs 2^m and each half costs C(m), so

C(0) = 0, C(m+1) = 2^m + 2·C(m).

The solution is C(m) = m·2^m/2, because

2^m + m·2^m = (m+1)·2^m = (m+1)·2^(m+1)/2.

Let P(m) be the largest number of states held at once. While the second half is reversed, the copy of x_0 lies underneath. When the first half is reversed, that copy is itself the working state. Hence

P(0) = 1, P(m+1) = max(P(m)+1, P(m)) = P(m)+1,

and P(m) = m+1. For m = 0 and m = 1 this equals 2^m, so the saving begins at four states.

Q: Those are recurrences you wrote down. A formal proof could postulate the same recurrences and say nothing about an algorithm.

A: It could, so the costs are read off a machine that runs the schedule. It has three instructions, and it carries a stack, an output list, an evaluation counter and a storage record.

```lean
import Mathlib

open Function

namespace BisectionCheckpointing

/-- The three instructions: copy the top state, advance the top state by one step,
or emit the top state and free its memory. -/
inductive Op
  | store
  | step
  | emit

/-- A machine with a stack of stored states, a list of emitted states, the number of
step evaluations so far, and the largest number of states held at once. -/
structure Machine (α : Type*) where
  stack : List α
  output : List α
  evals : ℕ
  peak : ℕ

variable {α : Type*}

/-- The effect of one instruction when the step map is `f`; an empty stack is left alone. -/
def exec (f : α → α) : Machine α → Op → Machine α
  | ⟨x :: s, out, e, p⟩, .store => ⟨x :: x :: s, out, e, max p (s.length + 2)⟩
  | ⟨x :: s, out, e, p⟩, .step => ⟨f x :: s, out, e + 1, p⟩
  | ⟨x :: s, out, e, p⟩, .emit => ⟨s, out ++ [x], e, p⟩
  | ⟨[], out, e, p⟩, _ => ⟨[], out, e, p⟩
```

`α` is any type of states, and `f` is any map on it. Only `.step` applies `f`, and each application raises the counter by one. Only `.store` lengthens the stack, so the peak is updated there.

Q: Your output list ends up with all N states in it. Isn't that the memory you claimed to save?

A: The list records what was handed over and in which order. The peak counts the stack alone, on the understanding that the consumer uses each state when it is emitted and then discards it. The derivative sweep below can do so, since it reads the list once from the front. Temporary memory inside a step isn't counted either: `.step` overwrites the old state.

```lean
/-- Run a program, instruction by instruction. -/
def run (f : α → α) (prog : List Op) (M : Machine α) : Machine α :=
  prog.foldl (exec f) M

/-- The machine that holds only the initial state `x`. -/
def start (x : α) : Machine α := ⟨[x], [], 0, 1⟩

/-- Recursive bisection for `2 ^ m` states: keep a copy of the initial state, advance half
the way, reverse the second half, then reverse the first half. -/
def bisect : ℕ → List Op
  | 0 => [.emit]
  | m + 1 => .store :: (List.replicate (2 ^ m) .step ++ (bisect m ++ bisect m))
```

`bisect m` is a fixed list of instructions, chosen without looking at `f` or at any state. For comparison, here is the program that keeps everything, followed by the list that both programs should produce.

```lean
/-- Full storage for `n + 1` states: keep every state on the way forward, then emit them. -/
def storeAll : ℕ → List Op
  | 0 => [.emit]
  | n + 1 => .store :: .step :: (storeAll n ++ [.emit])

/-- The first `n` states of the trajectory from `x`, latest first. -/
def reversed (f : α → α) (x : α) (n : ℕ) : List α :=
  (List.range n).reverse.map (fun k => f^[k] x)
```

In Lean, `f^[k] x` is the k-th iterate, our x_k with x_0 = `x`. So `reversed f x n` is x_(n−1), …, x_0.

Q: How does the recursion enter the proof?

A: Through a splitting of the reversed list. The states from x_a onwards form a trajectory that starts at x_a, so

reversed(x_0, a+b) = reversed(x_a, b) followed by reversed(x_0, a).

The proof is an induction on b. Each step puts one later state at the front and uses f^b(f^a(x)) = f^(a+b)(x).

```lean
/-- A reversed trajectory with one more state begins with that latest state. -/
theorem reversed_succ (f : α → α) (x : α) (n : ℕ) :
    reversed f x (n + 1) = f^[n] x :: reversed f x n := by
  simp [reversed, List.range_succ]

/-- A reversed trajectory is its reversed later part followed by its reversed earlier part. -/
theorem reversed_add (f : α → α) (x : α) (a b : ℕ) :
    reversed f x (a + b) = reversed f (f^[a] x) b ++ reversed f x a := by
  induction b with
  | zero => simp [reversed]
  | succ b ih =>
    rw [← Nat.add_assoc, reversed_succ, ih, reversed_succ, List.cons_append,
      ← Function.iterate_add_apply f b a x, Nat.add_comm b a]
```

Two smaller facts are needed. Advancing n times turns the top state into its n-th iterate, costs n evaluations and leaves the rest of the stack alone. The other is the arithmetic of the cost, written with `m * 2 ^ (m - 1)`; at m = 0 the factor m makes the product zero, whatever the exponent.

```lean
/-- Advancing `n` times replaces the top state by its `n`-th iterate, at the cost of `n`
evaluations and no additional storage. -/
theorem run_advance (f : α → α) (n : ℕ) (x : α) (s out : List α) (e p : ℕ) :
    run f (List.replicate n .step) ⟨x :: s, out, e, p⟩ = ⟨f^[n] x :: s, out, e + n, p⟩ := by
  induction n generalizing x e with
  | zero => rfl
  | succ n ih =>
    rw [List.replicate_succ]
    show run f (List.replicate n .step) ⟨f x :: s, out, e + 1, p⟩ = _
    rw [ih, Function.iterate_succ_apply, show e + 1 + n = e + (n + 1) by omega]

/-- Twice `m 2^(m-1)` is `m 2^m`, for every natural `m`. -/
theorem two_mul_cost (m : ℕ) : 2 * (m * 2 ^ (m - 1)) = m * 2 ^ m := by
  cases m with
  | zero => simp
  | succ k =>
    rw [Nat.add_sub_cancel, pow_succ]
    ring
```

Q: When the second half is being reversed, the stack isn't in its initial condition. Does the induction know that?

A: Yes, and for that reason it is stated for an arbitrary stack `s` below the working state, with arbitrary output and counters so far.

```lean
/-- Bisection started above a stack `s` of older states leaves `s` untouched, emits the
reversed trajectory of the top state, and adds `m 2^(m-1)` evaluations and at most `m + 1`
states above `s`, provided the recorded peak already covers the initial stack. -/
theorem run_bisect (f : α → α) (m : ℕ) (x : α) (s out : List α) (e p : ℕ)
    (hp : s.length + 1 ≤ p) :
    run f (bisect m) ⟨x :: s, out, e, p⟩ =
      ⟨s, out ++ reversed f x (2 ^ m), e + m * 2 ^ (m - 1), max p (s.length + m + 1)⟩ := by
  induction m generalizing x s out e p with
  | zero =>
    simp [bisect, run, exec, reversed]
    omega
  | succ m ih =>
    -- the program splits into: store, advance, second half, first half
    have split : run f (bisect (m + 1)) ⟨x :: s, out, e, p⟩ =
        run f (bisect m) (run f (bisect m) (run f (List.replicate (2 ^ m) .step)
          ⟨x :: x :: s, out, e, max p (s.length + 2)⟩)) := by
      simp only [bisect, run, List.foldl_cons, List.foldl_append, exec]
    have hl : reversed f x (2 ^ (m + 1)) =
        reversed f (f^[2 ^ m] x) (2 ^ m) ++ reversed f x (2 ^ m) := by
      rw [pow_succ, mul_two, reversed_add]
    rw [split, run_advance, ih (f^[2 ^ m] x) (x :: s) out (e + 2 ^ m) (max p (s.length + 2))
      (by simp only [List.length_cons]; omega), ih x s]
    · rw [Machine.mk.injEq]
      refine ⟨rfl, ?_, ?_, ?_⟩
      · rw [hl, List.append_assoc]
      · have h := two_mul_cost m
        rw [Nat.add_sub_cancel]
        generalize m * 2 ^ (m - 1) = A at h ⊢
        linarith
      · simp only [List.length_cons]
        omega
    · simp only [List.length_cons]
      omega
```

The equation `split` cuts the program into the advance and two recursive calls. `run_advance` handles the first part. The induction hypothesis `ih` is then used twice: once at x_(2^m) above the stack `x :: s`, and once at `x` above `s`. Three equalities remain. The outputs join by `reversed_add`, the evaluations add up as in the recurrence for C, and `omega` settles the maximum, as in the recurrence for P.

The hypothesis `hp` says that the recorded peak already covers the states present at the start. At m = 0 the program only emits and never updates the record, so the formula would fail there for a smaller `p`.

With an empty stack below `x`, this gives the main theorem.

```lean
/-- Recursive bisection emits the `2^m` states of the trajectory in reverse order, with
exactly `m 2^m / 2` evaluations of the step map and at most `m + 1` states held at once,
a number that is reached. -/
theorem reversal_by_bisection (f : α → α) (x : α) (m : ℕ) :
    (run f (bisect m) (start x)).output = reversed f x (2 ^ m) ∧
    2 * (run f (bisect m) (start x)).evals = m * 2 ^ m ∧
    (run f (bisect m) (start x)).peak = m + 1 := by
  rw [start, run_bisect f m x [] [] 0 1 (by simp)]
  refine ⟨List.nil_append _, ?_, ?_⟩
  · show 2 * (0 + m * 2 ^ (m - 1)) = m * 2 ^ m
    rw [Nat.zero_add, two_mul_cost]
  · show max 1 (0 + m + 1) = m + 1
    omega
```

In words: for every map, every initial state and every natural m, the output is x_(2^m−1), …, x_0, twice the number of evaluations is m·2^m, and the peak is m+1. The last two are equalities. The theorem doesn't say that this schedule is the cheapest for the given memory.

Q: Is full storage charged by the same rules?

A: It runs on the same machine. Its program keeps x_0, makes one step, treats the remaining trajectory in the same way and emits x_0 last. The induction follows that description, with the list split into the part from x_1 onwards and the single state x_0.

```lean
/-- Full storage above a stack `s` emits `n + 1` states in reverse order with `n` evaluations
and `n + 1` states above `s`, provided the recorded peak already covers the initial stack. -/
theorem run_storeAll (f : α → α) (n : ℕ) (x : α) (s out : List α) (e p : ℕ)
    (hp : s.length + 1 ≤ p) :
    run f (storeAll n) ⟨x :: s, out, e, p⟩ =
      ⟨s, out ++ reversed f x (n + 1), e + n, max p (s.length + n + 1)⟩ := by
  induction n generalizing x s out e p with
  | zero =>
    simp [storeAll, run, exec, reversed]
    omega
  | succ n ih =>
    have split : run f (storeAll (n + 1)) ⟨x :: s, out, e, p⟩ =
        run f [.emit] (run f (storeAll n)
          ⟨f x :: x :: s, out, e + 1, max p (s.length + 2)⟩) := by
      simp only [storeAll, run, List.foldl_cons, List.foldl_append, exec]
    have hl : reversed f x (n + 1 + 1) = reversed f (f x) (n + 1) ++ [x] := by
      rw [Nat.add_comm (n + 1) 1, reversed_add]
      rfl
    rw [split, ih (f x) (x :: s) out (e + 1) (max p (s.length + 2))
      (by simp only [List.length_cons]; omega)]
    simp only [run, List.foldl_cons, List.foldl_nil, exec]
    rw [Machine.mk.injEq]
    refine ⟨rfl, ?_, by omega, ?_⟩
    · rw [hl, List.append_assoc]
    · simp only [List.length_cons]
      omega

/-- Full storage emits the same reversed trajectory of `2^m` states with `2^m - 1`
evaluations, but holds all `2^m` states at once. -/
theorem reversal_by_full_storage (f : α → α) (x : α) (m : ℕ) :
    (run f (storeAll (2 ^ m - 1)) (start x)).output = reversed f x (2 ^ m) ∧
    (run f (storeAll (2 ^ m - 1)) (start x)).evals + 1 = 2 ^ m ∧
    (run f (storeAll (2 ^ m - 1)) (start x)).peak = 2 ^ m := by
  have hn : 2 ^ m - 1 + 1 = 2 ^ m := Nat.sub_add_cancel Nat.one_le_two_pow
  rw [start, run_storeAll f _ x [] [] 0 1 (by simp)]
  refine ⟨?_, ?_, ?_⟩
  · simp only [List.nil_append, hn]
  · show 0 + (2 ^ m - 1) + 1 = 2 ^ m
    omega
  · show max 1 (0 + (2 ^ m - 1) + 1) = 2 ^ m
    omega
```

So full storage needs 2^m − 1 evaluations and 2^m states. For m = 10 that is 1023 evaluations and 1024 states, against 5120 evaluations and 11 states for bisection.

Q: So far this reverses a list. Where is the derivative?

A: Let J be a real-valued objective evaluated at x_n. The chain rule gives

d J(x_n)/d x_0 = J′(x_n) · f′(x_(n−1)) · … · f′(x_0).

Multiply from the left: start with w = J′(x_n), and for each state y in reversed order replace w by w·f′(y). The states are needed in just the order in which they are emitted.

```lean
variable {E : Type*} [NormedAddCommGroup E] [NormedSpace ℝ E]

/-- If each step is differentiable along the trajectory and the objective `J` is differentiable
at the final state, pulling the derivative of `J` back through the reversed states gives the
derivative of the final objective with respect to the initial state. -/
theorem adjoint_sweep {f : E → E} {f' : E → E →L[ℝ] E} {J : E → ℝ} {J' : E →L[ℝ] ℝ}
    (x : E) (n : ℕ) (hf : ∀ k < n, HasFDerivAt f (f' (f^[k] x)) (f^[k] x))
    (hJ : HasFDerivAt J J' (f^[n] x)) :
    HasFDerivAt (fun y => J (f^[n] y))
      ((reversed f x n).foldl (fun (w : E →L[ℝ] ℝ) y => w.comp (f' y)) J') x := by
  induction n generalizing J J' with
  | zero => exact hJ
  | succ n ih =>
    rw [Function.iterate_succ_apply'] at hJ
    rw [reversed_succ, List.foldl_cons]
    -- absorb the last step into the objective
    have h := ih (J := fun y => J (f y)) (J' := J'.comp (f' (f^[n] x)))
      (fun k hk => hf k (by omega)) (hJ.comp _ (hf n (by omega)))
    simpa only [Function.iterate_succ_apply'] using h
```

Here `E` is a real normed space of any dimension, and `f' y` is the Jacobian as a continuous linear map. `HasFDerivAt` says that a given linear map is the derivative at a given point, and `w.comp (f' y)` is the row vector w times the Jacobian. Differentiability is assumed only at the states visited. The induction absorbs the last step into the objective: J∘f, evaluated after n steps, has the derivative J′·f′(x_n), and the hypothesis for n steps does the rest.

Replacing the reversed list by the output of the machine gives the combined statement.

```lean
/-- The states emitted by bisection, used in the order in which they appear, give the
derivative of an objective after `2^m` steps with respect to the initial state, if the steps
are differentiable along the trajectory and the objective at its end. -/
theorem gradient_by_bisection {f : E → E} {f' : E → E →L[ℝ] E} {J : E → ℝ} {J' : E →L[ℝ] ℝ}
    (x : E) (m : ℕ) (hf : ∀ k < 2 ^ m, HasFDerivAt f (f' (f^[k] x)) (f^[k] x))
    (hJ : HasFDerivAt J J' (f^[2 ^ m] x)) :
    HasFDerivAt (fun y => J (f^[2 ^ m] y))
      ((run f (bisect m) (start x)).output.foldl
        (fun (w : E →L[ℝ] ℝ) y => w.comp (f' y)) J') x := by
  rw [(reversal_by_bisection f x m).1]
  exact adjoint_sweep x (2 ^ m) hf hJ

end BisectionCheckpointing
```

```lean
#print axioms BisectionCheckpointing.reversal_by_bisection
#print axioms BisectionCheckpointing.reversal_by_full_storage
#print axioms BisectionCheckpointing.gradient_by_bisection
```

```
'BisectionCheckpointing.reversal_by_bisection' depends on axioms: [propext, Classical.choice, Quot.sound]
'BisectionCheckpointing.reversal_by_full_storage' depends on axioms: [propext, Classical.choice, Quot.sound]
'BisectionCheckpointing.gradient_by_bisection' depends on axioms: [propext, Classical.choice, Quot.sound]
```

Q: The objective sits at x_(2^m), but the latest state you emit is x_(2^m−1).

A: Correct. The theorem takes the derivative `J'` at x_(2^m) as given. To obtain it, apply f once more when x_(2^m−1) first appears; the counter doesn't include that evaluation, nor the work of forming w·f′(y). The peak likewise leaves out x_(2^m), which is held briefly beside the m+1 stored states, and the row vector w.

Q: Show me this in an electronic-structure calculation.

A: Take real-time propagation of orbitals in a finite basis under a laser pulse. The theorem wants the same map f at every step, so whatever varies from step to step goes into the state: the orbital coefficients (real and imaginary parts) and the time t. The pulse amplitude A is constant, but it goes in too, because we want the derivative with respect to it. One application of f propagates the coefficients over Δt, replaces t by t + Δt and leaves A unchanged. Let J be the population of a target orbital after 1024 steps.

The program runs forward to step 512, then to 768, and so on up to 1023, keeping a state at each departure. At each emission the linearised step is applied to w from the right, and the emitted state is freed. At the end, the A-component of w is the derivative of the final population with respect to the pulse amplitude, with the initial orbitals held fixed. For a deterministic, differentiable propagator with 2^m steps, the number of stored electronic states thus grows with the logarithm of the propagation length.

Q: My runs rarely have 2^m steps.

A: The same argument works for any N ≥ 1 if you advance by ⌊N/2⌋ and treat the two parts recursively. Put L = ⌈log₂ N⌉. Both parts have at most 2^(L−1) states when N ≥ 2, so the recurrences give at most L+1 stored states and at most N·L/2 evaluations. That extension is a short induction by hand; the Lean theorems above treat N = 2^m.
